# Berry Curvature of a Nondegenerate Level as a Sum over States

The Berry curvature is taken here as a function of two vectors. If a normalised state $\varphi(s,t)$ has the partial derivatives $u=\partial_s\varphi$ and $w=\partial_t\varphi$ at a point, its curvature there is

$$\Omega=-2\,\mathrm{Im}\langle u,w\rangle .$$

The inner product is conjugate-linear in its first argument. For a twice continuously differentiable state, $\Omega$ is the curl $\partial_s\mathcal A_t-\partial_t\mathcal A_s$ of the Berry connection $\mathcal A_j=i\langle\varphi,\partial_j\varphi\rangle$. That relation only motivates the definition and its sign; what follows needs first derivatives alone.

## From the response equations to the sum

Let $H$ be Hermitian with a finite orthonormal eigenbasis, $H\psi_m=E_m\psi_m$, and let $E_n$ differ from every other $E_m$. Let $A$ be Hermitian, $B$ linear, and $a,b$ real. Suppose that

$$(H-E_n)u=(a-A)\psi_n,\qquad (H-E_n)w=(b-B)\psi_n,$$

$$\mathrm{Re}\langle\psi_n,u\rangle=\mathrm{Re}\langle\psi_n,w\rangle=0 .$$

Then

$$\mathrm{Im}\langle u,w\rangle=\mathrm{Im}\sum_{m\neq n}\frac{\langle\psi_n,A\psi_m\rangle\langle\psi_m,B\psi_n\rangle}{(E_n-E_m)^2}.$$

**Origin of the equations.** Let $H(s)\varphi(s)=\varepsilon(s)\varphi(s)$ with $H(s)$ Hermitian, and let $A,u,a$ be the derivatives of $H,\varphi,\varepsilon$. For a fixed vector $v$, $\langle H(s)v,\varphi(s)\rangle=\varepsilon(s)\langle v,\varphi(s)\rangle$. Differentiation gives

$$\langle Av,\varphi\rangle+\langle Hv,u\rangle=a\langle v,\varphi\rangle+\varepsilon\langle v,u\rangle .$$

$A$ is Hermitian, as one sees by differentiating $\langle H(s)x,y\rangle=\langle x,H(s)y\rangle$. Both operators can therefore be moved to the right, and since $v$ is arbitrary, $(H-\varepsilon)u=(a-A)\varphi$. Differentiating $\langle\varphi,\varphi\rangle=1$ gives $2\,\mathrm{Re}\langle\varphi,u\rangle=0$. The imaginary part of the overlap stays free, because it depends on the choice of phase.

**Components.** Project the first equation on $\psi_m$ with $m\neq n$. The term in $a$ vanishes by orthogonality, which leaves $(E_m-E_n)\langle\psi_m,u\rangle=-\langle\psi_m,A\psi_n\rangle$, so

$$\langle\psi_m,u\rangle=\frac{\langle\psi_m,A\psi_n\rangle}{E_n-E_m},\qquad \langle\psi_m,w\rangle=\frac{\langle\psi_m,B\psi_n\rangle}{E_n-E_m}.$$

**Summation.** Parseval's identity reads $\langle u,w\rangle=\sum_m\langle u,\psi_m\rangle\langle\psi_m,w\rangle$. For $m=n$ write $\langle\psi_n,u\rangle=i\alpha$ and $\langle\psi_n,w\rangle=i\beta$ with $\alpha,\beta$ real. The term is $(-i\alpha)(i\beta)=\alpha\beta$, which has no imaginary part. For $m\neq n$ the conjugate of $\langle\psi_m,A\psi_n\rangle$ is $\langle\psi_n,A\psi_m\rangle$, because $A$ is Hermitian, and the stated sum results.

**All levels together.** If every level is simple and $B$ is Hermitian too, exchanging $n$ and $m$ conjugates each term. The imaginary parts cancel in pairs, and the curvatures of all levels add up to zero.

In a one-dimensional space the sum is empty. There $u=i\alpha\psi_n$ and $w=i\beta\psi_n$, so $\langle u,w\rangle=\alpha\beta$ is real and the curvature is zero.

For a nondegenerate level in a finite orthonormal basis that does not depend on the parameters, the identity lets two linear solves replace the sum over all other states. The matrix $H-E_n$ is singular, but with $a=\langle\psi_n,A\psi_n\rangle$ and $b=\langle\psi_n,B\psi_n\rangle$ both equations have solutions, and the free component along $\psi_n$ can be set to zero. For a band of a tight-binding model with orthonormal orbitals, this gives the curvature of the coefficient vector as a function of crystal momentum. The Bloch basis itself also depends on the momentum, which can add further terms to the curvature of the full Bloch state.

## A spin one-half in a field along z

Let $H(s,t)=\sigma_z+s\,\sigma_x+t\,\sigma_y$, where $s$ and $t$ are the field components along x and y in units of the component along z. At $s=t=0$ this gives $H=\sigma_z$, $A=\sigma_x$, $B=\sigma_y$, with $\psi_0=(1,0)$, $E_0=1$ and $\psi_1=(0,1)$, $E_1=-1$. For the upper state $E_0-E_1=2$, and $\sigma_x\psi_0=(0,1)$, $\sigma_y\psi_0=(0,i)$. With the phase chosen so that $u$ and $w$ have no component along $\psi_0$, this gives $u=(0,\tfrac12)$, $w=(0,\tfrac i2)$ and $\langle u,w\rangle=\tfrac i4$, so $\Omega=-\tfrac12$. The sum over states has the single term $1\cdot i/2^2=\tfrac i4$, in agreement. The lower state has $\Omega=+\tfrac12$, and the two add up to zero.

## Operators, curvature and the sum in Lean

The state space `V` is a complex inner product space, and the finite type `ι` labels the eigenstates.

```lean
import Mathlib

open Finset

namespace BerryCurvatureSumOverStates

noncomputable section

variable {V : Type*} [NormedAddCommGroup V] [InnerProductSpace ℂ V]
variable {ι : Type*} [Fintype ι] [DecidableEq ι]
```

The curvature takes the two derivative vectors of a normalised state as its arguments.

```lean
/-- The Berry curvature `-2 Im ⟨u, w⟩` of a state whose derivatives along two parameters
are `u` and `w`. -/
def berryCurvature (u w : V) : ℝ := -2 * (inner ℂ u w).im
```

The sum runs over `univ.erase n`, that is, over all $m\neq n$. An `OrthonormalBasis` indexed by `ι` makes the space finite-dimensional, so continuous spectra are not covered. The energies `E` are real by type.

```lean
/-- The sum over states `∑ ⟨ψ_n, A ψ_m⟩ ⟨ψ_m, B ψ_n⟩ / (E_n - E_m)²` over all `m ≠ n`,
meant for a level `E_n` that differs from all the others. -/
def curvatureSum (ψ : OrthonormalBasis ι ℂ V) (E : ι → ℝ) (A B : V →ₗ[ℂ] V) (n : ι) : ℂ :=
  ∑ m ∈ univ.erase n,
    inner ℂ (ψ n) (A (ψ m)) * inner ℂ (ψ m) (B (ψ n)) / ((E n - E m : ℝ) : ℂ) ^ 2
```

## Differentiating the eigenvalue problem

`IsSymmetric` is the Hermitian condition $\langle Hx,y\rangle=\langle x,Hy\rangle$. The derivative of the family is taken vector by vector: `hA` says that $H(s)v$ has derivative $Av$ for each fixed $v$. The proof differentiates both sides of the Hermitian condition and uses the uniqueness of derivatives.

```lean
/-- The parameter derivative of a family of Hermitian operators is Hermitian. -/
theorem deriv_isSymmetric {H : ℝ → V →ₗ[ℂ] V} {A : V →ₗ[ℂ] V} {s₀ : ℝ}
    (hH : ∀ s, (H s).IsSymmetric)
    (hA : ∀ v, HasDerivAt (fun s => H s v) (A v) s₀) : A.IsSymmetric := by
  intro x y
  have h1 := (hA x).inner ℂ (hasDerivAt_const s₀ y)
  have h2 := (hasDerivAt_const s₀ x).inner ℂ (hA y)
  have hfun : (fun s => inner ℂ (H s x) y) = fun s => inner ℂ x (H s y) := by
    funext s
    exact hH s x y
  rw [hfun] at h1
  simpa using h1.unique h2
```

The response equation follows by the argument with a fixed $v$. `h1` and `h2` are the derivatives of the two sides, and `ext_inner_left` turns equality of all inner products into equality of vectors. Differentiability of the eigenvector and of the energy is assumed, not deduced from that of $H$.

```lean
/-- Differentiating `H φ = ε φ` for a Hermitian family with differentiable eigenvector and
energy gives the response equation `(H - ε) u = (a - A) φ`, where `u`, `a`, `A` are the
derivatives of `φ`, `ε`, `H`. -/
theorem response_equation {H : ℝ → V →ₗ[ℂ] V} {A : V →ₗ[ℂ] V} {φ : ℝ → V} {ε : ℝ → ℝ}
    {u : V} {a s₀ : ℝ} (hH : ∀ s, (H s).IsSymmetric)
    (hA : ∀ v, HasDerivAt (fun s => H s v) (A v) s₀)
    (hφ : HasDerivAt φ u s₀) (hε : HasDerivAt ε a s₀)
    (heig : ∀ s, H s (φ s) = (ε s : ℂ) • φ s) :
    H s₀ u - (ε s₀ : ℂ) • u = (a : ℂ) • φ s₀ - A (φ s₀) := by
  have hAs := deriv_isSymmetric hH hA
  apply ext_inner_left ℂ
  intro v
  -- differentiate ⟨H v, φ⟩ = ε ⟨v, φ⟩ for a fixed vector v
  have h1 := (hA v).inner ℂ hφ
  have h0 : HasDerivAt (fun s => inner ℂ v (φ s)) (inner ℂ v u) s₀ := by
    simpa using (hasDerivAt_const s₀ v).inner ℂ hφ
  have h2 := hε.ofReal_comp.fun_mul h0
  have hfun : (fun s => inner ℂ (H s v) (φ s)) = fun s => (ε s : ℂ) * inner ℂ v (φ s) := by
    funext s
    rw [hH s v (φ s), heig s, inner_smul_right]
  rw [hfun] at h1
  have h := h1.unique h2
  rw [hH s₀ v u, hAs v (φ s₀)] at h
  simp only [inner_sub_right, inner_smul_right]
  linear_combination h
```

The norm condition gives the real part of the overlap.

```lean
/-- The derivative `u` of a normalised state `φ` satisfies `Re ⟨φ, u⟩ = 0`. -/
theorem re_inner_deriv_eq_zero {φ : ℝ → V} {u : V} {s₀ : ℝ}
    (hφ : HasDerivAt φ u s₀) (hnorm : ∀ s, ‖φ s‖ = 1) : (inner ℂ (φ s₀) u).re = 0 := by
  have h1 := hφ.inner ℂ hφ
  have hfun : (fun s => inner ℂ (φ s) (φ s)) = fun _ => (1 : ℂ) := by
    funext s
    rw [inner_self_eq_norm_sq_to_K, hnorm s]
    simp
  rw [hfun] at h1
  have h := congrArg Complex.re (h1.unique (hasDerivAt_const s₀ (1 : ℂ)))
  rw [← inner_conj_symm u (φ s₀), Complex.add_re, Complex.conj_re, Complex.zero_re] at h
  linarith
```

## Components and the main identity

The next lemma projects the response equation on `ψ m`. It needs only $E_m\neq E_n$ for the state in question, which makes the denominator nonzero.

```lean
omit [DecidableEq ι] in
/-- A solution `u` of the response equation for level `n` has the component
`⟨ψ_m, A ψ_n⟩ / (E_n - E_m)` along every eigenstate `ψ_m` with `E_m ≠ E_n`. -/
theorem response_coefficient (ψ : OrthonormalBasis ι ℂ V) {E : ι → ℝ} {H A : V →ₗ[ℂ] V}
    (hH : H.IsSymmetric) (hE : ∀ m, H (ψ m) = (E m : ℂ) • ψ m) {n m : ι} (hmn : E m ≠ E n)
    {u : V} {a : ℝ} (hu : H u - (E n : ℂ) • u = (a : ℂ) • ψ n - A (ψ n)) :
    inner ℂ (ψ m) u = inner ℂ (ψ m) (A (ψ n)) / ((E n - E m : ℝ) : ℂ) := by
  have hne : m ≠ n := fun h => hmn (by rw [h])
  have h0 : inner ℂ (ψ m) (ψ n) = 0 := ψ.orthonormal.2 hne
  have hd : ((E n - E m : ℝ) : ℂ) ≠ 0 :=
    Complex.ofReal_ne_zero.mpr (sub_ne_zero.mpr hmn.symm)
  have h := congrArg (fun x => inner ℂ (ψ m) x) hu
  simp only [inner_sub_right, inner_smul_right] at h
  rw [← hH (ψ m) u, hE m, inner_smul_left, Complex.conj_ofReal, h0] at h
  rw [eq_div_iff hd]
  push_cast
  linear_combination -h
```

In the main theorem, `hn` says that the level is simple, and only `A` is required to be Hermitian besides `H`. The proof first shows that the $m=n$ term is real (`hdiag`), then expands $\langle u,w\rangle$ with `sum_inner_mul_inner` and splits that term off. The remaining terms are matched one by one through the component lemma; `hA` moves $A$ across the inner product.

```lean
/-- For a simple level `E_n` and Hermitian `H` and `A`, two solutions `u`, `w` of the response
equations with `Re ⟨ψ_n, u⟩ = Re ⟨ψ_n, w⟩ = 0` have `Im ⟨u, w⟩` equal to the imaginary part
of the sum over states. -/
theorem im_inner_response (ψ : OrthonormalBasis ι ℂ V) {E : ι → ℝ} {H A B : V →ₗ[ℂ] V}
    (hH : H.IsSymmetric) (hA : A.IsSymmetric) (hE : ∀ m, H (ψ m) = (E m : ℂ) • ψ m)
    {n : ι} (hn : ∀ m, m ≠ n → E m ≠ E n) {u w : V} {a b : ℝ}
    (hu : H u - (E n : ℂ) • u = (a : ℂ) • ψ n - A (ψ n))
    (hw : H w - (E n : ℂ) • w = (b : ℂ) • ψ n - B (ψ n))
    (hu0 : (inner ℂ (ψ n) u).re = 0) (hw0 : (inner ℂ (ψ n) w).re = 0) :
    (inner ℂ u w).im = (curvatureSum ψ E A B n).im := by
  -- the component along ψ_n contributes a real number
  have hdiag : (inner ℂ u (ψ n) * inner ℂ (ψ n) w).im = 0 := by
    rw [← inner_conj_symm u (ψ n), Complex.mul_im, Complex.conj_re, Complex.conj_im, hu0, hw0]
    ring
  rw [← ψ.sum_inner_mul_inner u w, ← Finset.add_sum_erase _ _ (mem_univ n),
    Complex.add_im, hdiag, zero_add, curvatureSum]
  congr 1
  refine Finset.sum_congr rfl fun m hm => ?_
  have hmn := hn m (Finset.ne_of_mem_erase hm)
  rw [← inner_conj_symm u (ψ m), response_coefficient ψ hH hE hmn hu,
    response_coefficient ψ hH hE hmn hw, map_div₀, inner_conj_symm, Complex.conj_ofReal,
    hA (ψ n) (ψ m)]
  ring
```

## The curvature of a two-parameter family

Here `A` and `B` are the partial derivatives of $H(s,t)$ at $(s_0,t_0)$, and `u`, `w`, `a`, `b` are those of the state and the energy. The eigenvalue equation and the normalisation are required at all parameter values, simplicity only at the point itself. The hypothesis `hφ` identifies the state there with the basis vector `ψ n`, phase included.

The proof shows that the energy at the point is $E_n$, applies the preceding lemmas along each parameter separately, and inserts the results into the main identity.

```lean
/-- For a Hermitian family `H(s,t)` with a normalised eigenstate `φ(s,t)`, state, energy and
`H` having partial derivatives at a point where the level is simple, the Berry curvature there
is `-2 Im` of the sum over states with `A = ∂H/∂s` and `B = ∂H/∂t`. -/
theorem berryCurvature_family (ψ : OrthonormalBasis ι ℂ V) {E : ι → ℝ}
    {H : ℝ → ℝ → V →ₗ[ℂ] V} {A B : V →ₗ[ℂ] V} {φ : ℝ → ℝ → V} {ε : ℝ → ℝ → ℝ}
    {s₀ t₀ a b : ℝ} {u w : V} {n : ι}
    (hH : ∀ s t, (H s t).IsSymmetric) (heig : ∀ s t, H s t (φ s t) = (ε s t : ℂ) • φ s t)
    (hnorm : ∀ s t, ‖φ s t‖ = 1)
    (hA : ∀ v, HasDerivAt (fun s => H s t₀ v) (A v) s₀)
    (hB : ∀ v, HasDerivAt (fun t => H s₀ t v) (B v) t₀)
    (hu : HasDerivAt (fun s => φ s t₀) u s₀) (hw : HasDerivAt (fun t => φ s₀ t) w t₀)
    (ha : HasDerivAt (fun s => ε s t₀) a s₀) (hb : HasDerivAt (fun t => ε s₀ t) b t₀)
    (hE : ∀ m, H s₀ t₀ (ψ m) = (E m : ℂ) • ψ m) (hφ : φ s₀ t₀ = ψ n)
    (hn : ∀ m, m ≠ n → E m ≠ E n) :
    berryCurvature u w = -2 * (curvatureSum ψ E A B n).im := by
  have hε : ε s₀ t₀ = E n := by
    have h := heig s₀ t₀
    rw [hφ, hE n] at h
    have h' := smul_left_injective ℂ (ψ.orthonormal.ne_zero n) h
    exact (Complex.ofReal_injective h').symm
  have h1 := response_equation (H := fun s => H s t₀) (fun s => hH s t₀) hA hu ha
    (fun s => heig s t₀)
  have h2 := response_equation (H := fun t => H s₀ t) (fun t => hH s₀ t) hB hw hb
    (fun t => heig s₀ t)
  have h3 := re_inner_deriv_eq_zero hu (fun s => hnorm s t₀)
  have h4 := re_inner_deriv_eq_zero hw (fun t => hnorm s₀ t)
  simp only [hφ, hε] at h1 h2 h3 h4
  have hAs := deriv_isSymmetric (H := fun s => H s t₀) (fun s => hH s t₀) hA
  rw [berryCurvature, im_inner_response ψ (hH s₀ t₀) hAs hE hn h1 h2 h3 h4]
```

## Cancellation over all levels

Injectivity of `E` says that all levels are simple, and each level `n` has its own response vectors `u n` and `w n`. The proof lets the inner sum run over every `m`, which is harmless because Lean sets the diagonal quotient, with its zero denominator, to zero. `hanti` is the sign change under exchange of the two states. `hswap` then shows that the double sum equals its own negative.

```lean
/-- If all levels are simple and `H`, `A`, `B` are Hermitian, the Berry curvatures of all
eigenstates, computed from response vectors with `Re ⟨ψ_n, u_n⟩ = Re ⟨ψ_n, w_n⟩ = 0`,
add up to zero. -/
theorem sum_berryCurvature_eq_zero (ψ : OrthonormalBasis ι ℂ V) {E : ι → ℝ}
    {H A B : V →ₗ[ℂ] V} (hH : H.IsSymmetric) (hA : A.IsSymmetric) (hB : B.IsSymmetric)
    (hE : ∀ m, H (ψ m) = (E m : ℂ) • ψ m) (hinj : Function.Injective E)
    {u w : ι → V} {a b : ι → ℝ}
    (hu : ∀ n, H (u n) - (E n : ℂ) • u n = (a n : ℂ) • ψ n - A (ψ n))
    (hw : ∀ n, H (w n) - (E n : ℂ) • w n = (b n : ℂ) • ψ n - B (ψ n))
    (hu0 : ∀ n, (inner ℂ (ψ n) (u n)).re = 0) (hw0 : ∀ n, (inner ℂ (ψ n) (w n)).re = 0) :
    ∑ n, berryCurvature (u n) (w n) = 0 := by
  let X : ι → ι → ℂ := fun n m =>
    inner ℂ (ψ n) (A (ψ m)) * inner ℂ (ψ m) (B (ψ n)) / ((E n - E m : ℝ) : ℂ) ^ 2
  have hX : ∀ n, berryCurvature (u n) (w n) = -2 * ∑ m, (X n m).im := by
    intro n
    have hs : curvatureSum ψ E A B n = ∑ m, X n m :=
      Finset.sum_erase univ (by simp)
    rw [berryCurvature, im_inner_response ψ hH hA hE (fun m hm h => hm (hinj h))
      (hu n) (hw n) (hu0 n) (hw0 n), hs, Complex.im_sum]
  -- exchanging the two states conjugates each term
  have hanti : ∀ n m, (X m n).im = -(X n m).im := by
    intro n m
    have hd : ((E m - E n : ℝ) : ℂ) ^ 2 = ((E n - E m : ℝ) : ℂ) ^ 2 := by
      push_cast
      ring
    have hc : X m n = starRingEnd ℂ (X n m) := by
      simp only [X, map_div₀, map_mul, map_pow, inner_conj_symm, Complex.conj_ofReal]
      rw [hA (ψ m) (ψ n), hB (ψ n) (ψ m), hd]
    rw [hc, Complex.conj_im]
  have hswap : ∑ n, ∑ m, (X n m).im = -∑ n, ∑ m, (X n m).im := by
    calc ∑ n, ∑ m, (X n m).im = ∑ n, ∑ m, (X m n).im := Finset.sum_comm
      _ = ∑ n, ∑ m, -(X n m).im :=
        Finset.sum_congr rfl fun n _ => Finset.sum_congr rfl fun m _ => hanti n m
      _ = -∑ n, ∑ m, (X n m).im := by simp only [Finset.sum_neg_distrib]
  simp only [hX]
  rw [← Finset.mul_sum]
  linarith
```

## The Pauli example in Lean

The three Pauli operators are defined by their action on the two components of a vector in $\mathbb C^2$.

```lean
/-- The Pauli operator `σ_x` on a spin one-half. -/
def pauliX : EuclideanSpace ℂ (Fin 2) →ₗ[ℂ] EuclideanSpace ℂ (Fin 2) where
  toFun x := !₂[x 1, x 0]
  map_add' x y := by ext i; fin_cases i <;> simp
  map_smul' c x := by ext i; fin_cases i <;> simp

/-- The Pauli operator `σ_y` on a spin one-half. -/
def pauliY : EuclideanSpace ℂ (Fin 2) →ₗ[ℂ] EuclideanSpace ℂ (Fin 2) where
  toFun x := !₂[-Complex.I * x 1, Complex.I * x 0]
  map_add' x y := by ext i; fin_cases i <;> simp <;> ring
  map_smul' c x := by ext i; fin_cases i <;> simp <;> ring

/-- The Pauli operator `σ_z` on a spin one-half. -/
def pauliZ : EuclideanSpace ℂ (Fin 2) →ₗ[ℂ] EuclideanSpace ℂ (Fin 2) where
  toFun x := !₂[x 0, -x 1]
  map_add' x y := by ext i; fin_cases i <;> simp; ring
  map_smul' c x := by ext i; fin_cases i <;> simp
```

The last theorem confirms the upper-state example: the operators are Hermitian, the basis vectors are eigenvectors, $u$ and $w$ solve the response equations with $a=b=0$ and are orthogonal to $\psi_0$, and the curvature is $-\tfrac12$. Each part is checked by components.

```lean
/-- For `H = σ_z`, `A = σ_x`, `B = σ_y` and the eigenstate of energy `1`, the vectors
`(0, 1/2)` and `(0, i/2)` solve the response equations with `a = b = 0`, are orthogonal to the
state, and give the Berry curvature `-1/2`. -/
theorem response_witness :
    let e := EuclideanSpace.basisFun (Fin 2) ℂ
    let E : Fin 2 → ℝ := ![1, -1]
    let u : EuclideanSpace ℂ (Fin 2) := !₂[0, 1 / 2]
    let w : EuclideanSpace ℂ (Fin 2) := !₂[0, Complex.I / 2]
    pauliZ.IsSymmetric ∧ pauliX.IsSymmetric ∧ pauliY.IsSymmetric ∧
      (∀ m, pauliZ (e m) = (E m : ℂ) • e m) ∧
      pauliZ u - (E 0 : ℂ) • u = ((0 : ℝ) : ℂ) • e 0 - pauliX (e 0) ∧
      pauliZ w - (E 0 : ℂ) • w = ((0 : ℝ) : ℂ) • e 0 - pauliY (e 0) ∧
      inner ℂ (e 0) u = 0 ∧ inner ℂ (e 0) w = 0 ∧ berryCurvature u w = -1 / 2 := by
  intro e E u w
  refine ⟨?_, ?_, ?_, ?_, ?_, ?_, ?_, ?_, ?_⟩
  · intro x y
    simp [pauliZ, PiLp.inner_apply, Fin.sum_univ_two]
  · intro x y
    simp [pauliX, PiLp.inner_apply, Fin.sum_univ_two]
    ring
  · intro x y
    simp [pauliY, PiLp.inner_apply, Fin.sum_univ_two]
    ring
  · intro m
    ext i
    fin_cases m <;> fin_cases i <;> simp [pauliZ, e, E]
  · ext i
    fin_cases i <;> simp [pauliZ, pauliX, e, E, u]
    ring
  · ext i
    fin_cases i <;> simp [pauliZ, pauliY, e, E, w] <;> ring
  · simp [e, u, PiLp.inner_apply]
  · simp [e, w, PiLp.inner_apply]
  · simp [berryCurvature, u, w, PiLp.inner_apply, Fin.sum_univ_two] <;> norm_num

end

end BerryCurvatureSumOverStates
```

```lean
#print axioms BerryCurvatureSumOverStates.berryCurvature_family
-- 'BerryCurvatureSumOverStates.berryCurvature_family' depends on axioms: [propext, Classical.choice, Quot.sound]
#print axioms BerryCurvatureSumOverStates.sum_berryCurvature_eq_zero
-- 'BerryCurvatureSumOverStates.sum_berryCurvature_eq_zero' depends on axioms: [propext, Classical.choice, Quot.sound]
```
